# Bare energies of global penalty-constrained magnetic minima never fall as the penalty grows and never exceed the target energy

With spin-orbit coupling, the energy of a magnet depends on how its moments point relative to the lattice. To find the energy at a chosen, non-equilibrium arrangement m0, a constrained density functional calculation can add a penalty for deviating from m0. At finite penalty strength the moments may stop short of m0. On which side of the target energy does the result lie?

## Two comparisons fix the order

Let S be the set of allowed moment configurations, with m0 in S, and let E(m) be the bare energy: the lowest energy, without the penalty, of the electronic states with moments m. The target energy is E(m0). Suppose m1 and m2 minimise

E(m) + L‖m − m0‖²

over S at L = L1 and L = L2, where 0 ≤ L1 < L2. Write d1 = ‖m1 − m0‖ and d2 = ‖m2 − m0‖. The claim is

d2 ≤ d1 and E(m1) ≤ E(m2) ≤ E(m0).

Testing each minimiser against the other gives

E(m1) + L1 d1² ≤ E(m2) + L1 d2²
E(m2) + L2 d2² ≤ E(m1) + L2 d1²,

which rearrange to

L1(d1² − d2²) ≤ E(m2) − E(m1) ≤ L2(d1² − d2²).

Hence (L2 − L1)(d1² − d2²) ≥ 0, so d2 ≤ d1. The left-hand bound is then non-negative, so E(m1) ≤ E(m2). Testing m2 against the target, which pays no penalty, gives E(m2) + L2 d2² ≤ E(m0), and so E(m2) ≤ E(m0).

For exact global minimisers, then, the bare energy at finite penalty is a lower bound on the target energy.

## The penalised functional in Lean

Configurations are elements of a normed additive group `V`, which includes every real inner-product space. The moments of several atoms can be combined into one such vector.

```lean
import Mathlib

open Filter Topology

namespace PenaltyConstrainedMoments

noncomputable section

variable {V : Type*} [NormedAddCommGroup V]
```

The penalty has no factor 1/2 and acts on the whole vector, length as well as direction; a penalty on direction alone has a different form. The stiffness `L` is an energy per squared moment.

```lean
/-- The energy of a moment configuration `m` plus the quadratic penalty of strength `L`
for its deviation from the target `m0`. -/
def penaltyEnergy (E : V → ℝ) (m0 : V) (L : ℝ) (m : V) : ℝ :=
  E m + L * ‖m - m0‖ ^ 2
```

A minimiser must be global over `S`, so a calculation stuck in a higher local minimum does not satisfy this definition. The general theorems below take the minimisers as given and do not prove that they exist.

```lean
/-- The configuration `m` is allowed (it lies in `S`) and minimises the penalised energy
among all allowed configurations. -/
def IsPenaltyMin (E : V → ℝ) (S : Set V) (m0 : V) (L : ℝ) (m : V) : Prop :=
  m ∈ S ∧ ∀ x ∈ S, penaltyEnergy E m0 L m ≤ penaltyEnergy E m0 L x
```

## Ordering of distances and energies

The first theorem is the two-sided bound. `a` and `b` are the two comparisons, and `linarith` rearranges them.

```lean
variable {E : V → ℝ} {S : Set V} {m0 m1 m2 : V} {L1 L2 : ℝ}

/-- The energy difference between minimisers at two penalties is bracketed by the drop in
squared deviation from the target, multiplied by either penalty. -/
theorem energy_gain_bracket (h1 : IsPenaltyMin E S m0 L1 m1)
    (h2 : IsPenaltyMin E S m0 L2 m2) :
    L1 * (‖m1 - m0‖ ^ 2 - ‖m2 - m0‖ ^ 2) ≤ E m2 - E m1 ∧
      E m2 - E m1 ≤ L2 * (‖m1 - m0‖ ^ 2 - ‖m2 - m0‖ ^ 2) := by
  -- each minimiser is tested against the other one
  have a := h1.2 m2 h2.1
  have b := h2.2 m1 h1.1
  simp only [penaltyEnergy] at a b
  constructor <;> linarith
```

For the distances, Lean assumes d1 < d2, squares this, and contradicts the bound using the positive product (L2 − L1)(d2² − d1²).

```lean
/-- A larger penalty never takes the minimising moments further from the target. -/
theorem deviation_antitone (hL : L1 < L2) (h1 : IsPenaltyMin E S m0 L1 m1)
    (h2 : IsPenaltyMin E S m0 L2 m2) : ‖m2 - m0‖ ≤ ‖m1 - m0‖ := by
  obtain ⟨l, u⟩ := energy_gain_bracket h1 h2
  by_contra hcon
  have hlt := not_le.1 hcon
  have hsq : ‖m1 - m0‖ ^ 2 < ‖m2 - m0‖ ^ 2 := by
    nlinarith [norm_nonneg (m1 - m0)]
  nlinarith [mul_pos (sub_pos.2 hL) (sub_pos.2 hsq)]
```

The next lemma says that a minimiser m at L ≥ 0 has the lowest bare energy among allowed configurations x at least as close to the target:

E(m) ≤ E(x) + L(‖x − m0‖² − ‖m − m0‖²) ≤ E(x).

```lean
/-- At a non-negative penalty, the minimiser has the lowest bare energy among all allowed
configurations that are at least as close to the target. -/
theorem solves_constrained_problem {L : ℝ} {m x : V} (hL : 0 ≤ L)
    (h : IsPenaltyMin E S m0 L m) (hx : x ∈ S) (hd : ‖x - m0‖ ≤ ‖m - m0‖) :
    E m ≤ E x := by
  have a := h.2 x hx
  simp only [penaltyEnergy] at a
  have b : L * ‖x - m0‖ ^ 2 ≤ L * ‖m - m0‖ ^ 2 := by gcongr
  linarith
```

Taking x = m2 for the minimiser m1, and x = m0 for the minimiser m2, yields both energy inequalities of the main theorem.

```lean
/-- For an allowed target and penalties `0 ≤ L1 < L2`, the minimiser at `L2` is at least as
close to the target as that at `L1`, and the bare energies are ordered
`E m1 ≤ E m2 ≤ E m0`. -/
theorem penalty_energies_from_below (hm0 : m0 ∈ S) (h0 : 0 ≤ L1) (hL : L1 < L2)
    (h1 : IsPenaltyMin E S m0 L1 m1) (h2 : IsPenaltyMin E S m0 L2 m2) :
    ‖m2 - m0‖ ≤ ‖m1 - m0‖ ∧ E m1 ≤ E m2 ∧ E m2 ≤ E m0 := by
  have hd := deviation_antitone hL h1 h2
  refine ⟨hd, solves_constrained_problem h0 h1 h2.1 hd,
    solves_constrained_problem (h0.trans hL.le) h2 hm0 ?_⟩
  -- the target itself has zero deviation
  rw [sub_self, norm_zero]
  exact norm_nonneg _
```

If L1 > 0, equal energies turn the left-hand bound into d1² ≤ d2², hence d1 = d2. Conversely, equal distances make both bounds zero.

```lean
/-- For penalties `0 < L1 < L2`, the two minimisers have equal bare energies exactly when
they are equally far from the target. -/
theorem energy_eq_iff_deviation_eq (h0 : 0 < L1) (hL : L1 < L2)
    (h1 : IsPenaltyMin E S m0 L1 m1) (h2 : IsPenaltyMin E S m0 L2 m2) :
    E m1 = E m2 ↔ ‖m1 - m0‖ = ‖m2 - m0‖ := by
  obtain ⟨l, u⟩ := energy_gain_bracket h1 h2
  constructor
  · intro he
    refine le_antisymm ?_ (deviation_antitone hL h1 h2)
    by_contra hcon
    have hlt := not_le.1 hcon
    have hsq : ‖m2 - m0‖ ^ 2 < ‖m1 - m0‖ ^ 2 := by
      nlinarith [norm_nonneg (m2 - m0)]
    have hp := mul_pos h0 (sub_pos.2 hsq)
    linarith
  · intro hd
    rw [hd] at l u
    linarith
```

## The limit of large penalty

For convergence, assume also that E is bounded below by B on S and continuous at m0 within S. These conditions are sufficient and make the estimate short; they are not the weakest possible. Let m_n be a minimiser at penalty L_n, with L_n → ∞. Comparison with the target gives

B + L_n‖m_n − m0‖² ≤ E(m_n) + L_n‖m_n − m0‖² ≤ E(m0).

Once L_n > 0, ‖m_n − m0‖² ≤ (E(m0) − B)/L_n, which tends to zero. Continuity then gives E(m_n) → E(m0). Lean runs the estimate by contradiction: once L_n exceeds both 0 and (E(m0) − B)/ε², a deviation of at least ε would cost too much.

```lean
/-- Let the target be allowed and the energy be bounded below on the allowed set and
continuous at the target within it. As the penalty grows without bound, the minimisers
converge to the target and their energies to the target energy, eventually never above it. -/
theorem tendsto_target {L : ℕ → ℝ} {m : ℕ → V} {B : ℝ} (hm0 : m0 ∈ S)
    (hB : ∀ x ∈ S, B ≤ E x) (hE : ContinuousWithinAt E S m0)
    (hL : Tendsto L atTop atTop) (h : ∀ n, IsPenaltyMin E S m0 (L n) (m n)) :
    Tendsto m atTop (𝓝 m0) ∧ Tendsto (fun n => E (m n)) atTop (𝓝 (E m0)) ∧
      ∀ᶠ n in atTop, E (m n) ≤ E m0 := by
  have hm : Tendsto m atTop (𝓝 m0) := by
    rw [Metric.tendsto_nhds]
    intro ε hε
    filter_upwards [hL.eventually_gt_atTop ((E m0 - B) / ε ^ 2),
      hL.eventually_gt_atTop 0] with n hn hpos
    rw [dist_eq_norm]
    by_contra hcon
    have hge := not_lt.1 hcon
    -- a deviation of at least ε would cost more than the available energy
    have h3 : E m0 - B < L n * ε ^ 2 := (div_lt_iff₀ (by positivity)).1 hn
    have h4 : L n * ε ^ 2 ≤ L n * ‖m n - m0‖ ^ 2 := by gcongr
    have h5 := (h n).2 m0 hm0
    simp only [penaltyEnergy, sub_self, norm_zero] at h5
    have h6 := hB (m n) (h n).1
    linarith
  refine ⟨hm, ?_, ?_⟩
  · exact hE.tendsto.comp
      (tendsto_nhdsWithin_iff.2 ⟨hm, Eventually.of_forall fun n => (h n).1⟩)
  · filter_upwards [hL.eventually_ge_atTop 0] with n hn
    refine solves_constrained_problem hn (h n) hm0 ?_
    rw [sub_self, norm_zero]
    exact norm_nonneg _
```

## A harmonic energy solved explicitly

Take E(m) = a‖m − c‖² with a > 0 and L ≥ 0, where c is the unpenalised minimum, in a real inner-product space with every configuration allowed. Put u = m − m0, w = c − m0 and t = a/(a + L). Completing the square,

a‖u − w‖² + L‖u‖² = (a + L)‖u − t w‖² + (aL/(a + L))‖w‖².

The minimum is at u = t w, the configuration defined here.

```lean
variable [InnerProductSpace ℝ V]

/-- The point on the line from the target `m0` to the configuration `c` at the fraction
`a / (a + L)` of the way, for `a + L ≠ 0`. -/
def harmonicMoment (a L : ℝ) (c m0 : V) : V :=
  m0 + (a / (a + L)) • (c - m0)
```

Its distance from the target is t‖w‖. Since m − c = (t − 1)w = −(L/(a + L))w, its bare energy is a(L/(a + L))²‖w‖².

In the proof, `dev` and `off` are the displacements from m0 and c, and `pos` is the non-negative square. The final `linear_combination` uses `pos` together with (a + L)t = a to obtain the minimising inequality.

```lean
/-- For the harmonic energy `a ‖m - c‖ ^ 2` with `a > 0` and a penalty `L ≥ 0`, the
configuration `harmonicMoment a L c m0` minimises the penalised energy over the whole space;
its deviation from the target and its bare energy are given in closed form. -/
theorem harmonic_witness {a L : ℝ} (ha : 0 < a) (hL : 0 ≤ L) (c m0 : V) :
    IsPenaltyMin (fun x => a * ‖x - c‖ ^ 2) Set.univ m0 L (harmonicMoment a L c m0) ∧
      ‖harmonicMoment a L c m0 - m0‖ = a / (a + L) * ‖c - m0‖ ∧
      a * ‖harmonicMoment a L c m0 - c‖ ^ 2 = a * (L / (a + L)) ^ 2 * ‖c - m0‖ ^ 2 := by
  have hs : a + L ≠ 0 := by positivity
  have ht : (a + L) * (a / (a + L)) = a := by field_simp
  have hfrac : a / (a + L) = 1 - L / (a + L) := by
    apply eq_sub_of_add_eq
    rw [← add_div, div_self hs]
  have hfrac' : L / (a + L) = 1 - a / (a + L) := by linarith
  have dev : harmonicMoment a L c m0 - m0 = (a / (a + L)) • (c - m0) := by
    rw [harmonicMoment, add_sub_cancel_left]
  have off : harmonicMoment a L c m0 - c = (-(L / (a + L))) • (c - m0) := by
    rw [harmonicMoment, hfrac]
    module
  have nD : ‖harmonicMoment a L c m0 - m0‖ ^ 2 = (a / (a + L)) ^ 2 * ‖c - m0‖ ^ 2 := by
    rw [dev, norm_smul, mul_pow, Real.norm_eq_abs, sq_abs]
  have nO : ‖harmonicMoment a L c m0 - c‖ ^ 2 = (L / (a + L)) ^ 2 * ‖c - m0‖ ^ 2 := by
    rw [off, norm_smul, mul_pow, Real.norm_eq_abs, sq_abs, neg_sq]
  refine ⟨⟨Set.mem_univ _, fun x _ => ?_⟩, ?_, ?_⟩
  · -- completing the square around the proposed minimiser
    have pos : 0 ≤ (a + L) * ‖(x - m0) - (a / (a + L)) • (c - m0)‖ ^ 2 := by positivity
    rw [norm_sub_sq_real (x - m0) ((a / (a + L)) • (c - m0)), inner_smul_right,
      norm_smul, mul_pow, Real.norm_eq_abs, sq_abs] at pos
    have e1 : x - c = (x - m0) - (c - m0) := by abel
    simp only [penaltyEnergy]
    rw [nD, nO, e1, norm_sub_sq_real (x - m0) (c - m0), hfrac']
    generalize a / (a + L) = t at ht pos ⊢
    linear_combination pos - (2 * inner ℝ (x - m0) (c - m0) - 2 * t * ‖c - m0‖ ^ 2) * ht
  · rw [dev, norm_smul, Real.norm_eq_abs, abs_of_nonneg (by positivity)]
  · rw [nO]
    ring

end

end PenaltyConstrainedMoments
```

```lean
#print axioms PenaltyConstrainedMoments.penalty_energies_from_below
-- 'PenaltyConstrainedMoments.penalty_energies_from_below' depends on axioms: [propext, Classical.choice, Quot.sound]
#print axioms PenaltyConstrainedMoments.energy_eq_iff_deviation_eq
-- 'PenaltyConstrainedMoments.energy_eq_iff_deviation_eq' depends on axioms: [propext, Classical.choice, Quot.sound]
#print axioms PenaltyConstrainedMoments.tendsto_target
-- 'PenaltyConstrainedMoments.tendsto_target' depends on axioms: [propext, Classical.choice, Quot.sound]
```
